# Spectrum and gap closing of a two-site Josephson junction with a fixed pair potential

## Cancellation at phase difference \(\pi\)

Take two superconducting sites, numbered 0 and 1, with hopping \(h>0\) between them. Each has a pair potential of magnitude \(D>0\), and the phase difference is \(\pi\). Splitting it symmetrically between the sites makes the site gaps \(iD\) and \(-iD\). With amplitudes ordered as electron on 0, electron on 1, hole on 0, hole on 1, the Hamiltonian is

\[
H=\begin{pmatrix}0&h&iD&0\\ h&0&0&-iD\\ -iD&0&0&-h\\ 0&iD&-h&0\end{pmatrix}.
\]

Consider the normalised states

\[
\varphi=\tfrac{1}{\sqrt2}(i,0,0,1),\qquad \chi=\tfrac{1}{\sqrt2}(0,-i,1,0).
\]

The first combines an electron on site 0 with a hole on site 1. Multiplying out gives

\[
H\varphi=(D-h)\,\chi,\qquad H\chi=(D-h)\,\varphi .
\]

Hopping and pairing both lead from \(\varphi\) to \(\chi\), with opposite signs. The states \((\varphi\pm\chi)/\sqrt2\) have energies \(\pm(D-h)\), and at \(h=D\) the cancellation is complete, so that both energies are zero. At phase difference 0 this does not happen: every energy then satisfies \(E^2=h^2+D^2\).

## The model at general phase

Let \(p\) be the phase difference, and write the two site gaps as

\[
u=De^{ip/2},\qquad v=De^{-ip/2}.
\]

The normal hopping matrix and the pairing matrix are

\[
K=\begin{pmatrix}0&h\\h&0\end{pmatrix},\qquad P=\begin{pmatrix}u&0\\0&v\end{pmatrix},
\]

and the Bogoliubov–de Gennes (BdG) Hamiltonian is

\[
H=\begin{pmatrix}K&P\\P^\dagger&-K\end{pmatrix}.
\]

The hole block is \(-K\) because \(K\) is real. The electron amplitudes belong to one spin direction and the hole amplitudes to the opposite one, since an on-site pair of fermions in one orbital has opposite spins. The on-site energies are zero, measured from the chemical potential. The magnitude \(D\) is prescribed: it stands for the pairing that each superconductor supplies, and it is not determined self-consistently.

## The results

For all real \(h,D,p\),

\[
\det H=(h^2+D^2)^2-4h^2D^2\sin^2(p/2),
\]

and a real number \(E\) is an energy of the junction exactly when

\[
E^2=h^2+D^2+2hD\sin(p/2)\quad\text{or}\quad E^2=h^2+D^2-2hD\sin(p/2).
\]

If \(h>0\) and \(D>0\), the determinant vanishes exactly when \(h=D\) and \(\cos(p/2)=0\), that is, when \(p\) is an odd multiple of \(\pi\). Again for \(h>0\) and \(D>0\), the smallest \(|E|\) over all phases is \(|h-D|\).

For simulation practice, these formulas give a closed-form check of a tight-binding BdG code run on two sites with a real, spin-independent hopping, zero on-site energies relative to the chemical potential, and a fixed on-site pair potential of the same magnitude on both sites.

## The secular determinant by hand

Since \(\bar u=v\), the matrix to expand is

\[
E-H=\begin{pmatrix}E&-h&-u&0\\-h&E&0&-v\\-v&0&E&h\\0&-u&h&E\end{pmatrix}.
\]

Let \(M_j\) be the minor obtained by deleting the first row and the column with index \(j\), counted from 0. The three that matter are

\[
\begin{aligned}
M_0&=E(E^2-h^2-uv),\\
M_1&=-h(E^2-h^2)+hv^2,\\
M_2&=-h^2u+vE^2-uv^2 .
\end{aligned}
\]

Expansion along the first row gives

\[
\begin{aligned}
\det(E-H)&=E\,M_0+h\,M_1-u\,M_2\\
&=E^4-2E^2(h^2+uv)+h^4+h^2(u^2+v^2)+u^2v^2\\
&=(E^2-h^2-uv)^2+h^2(u-v)^2 .
\end{aligned}
\]

The product of the gaps is \(uv=D^2\), which does not depend on the phase. Their difference is \(u-v=2iD\sin(p/2)\), so \((u-v)^2=-4D^2\sin^2(p/2)\). Therefore

\[
\det(E-H)=(E^2-h^2-D^2)^2-4h^2D^2\sin^2(p/2).
\]

At \(E=0\) the left side is \(\det(-H)=(-1)^4\det H=\det H\), which is the stated determinant.

## From the determinant to the energies

The right side is a difference of two squares and factorises as

\[
\bigl(E^2-h^2-D^2-2hD\sin(p/2)\bigr)\bigl(E^2-h^2-D^2+2hD\sin(p/2)\bigr).
\]

A nonzero \(\psi\) with \(H\psi=E\psi\) exists exactly when \(\det(E-H)=0\), hence exactly when one of the factors is zero.

For the zeros of \(\det H\), replace \(\sin^2(p/2)\) by \(1-\cos^2(p/2)\):

\[
\det H=(h^2-D^2)^2+4h^2D^2\cos^2(p/2).
\]

A sum of two real squares vanishes only if both do. The first gives \((h-D)(h+D)=0\), and \(h+D>0\) leaves \(h=D\). The second gives \(hD\cos(p/2)=0\), and \(hD>0\) leaves \(\cos(p/2)=0\). Conversely, these two conditions make both squares zero.

For the smallest energy, subtract \((h-D)^2=h^2+D^2-2hD\) from either branch:

\[
E^2-(h-D)^2=2hD\bigl(1\pm\sin(p/2)\bigr)\ge 0 .
\]

Hence \(|E|\ge|h-D|\). At \(p=\pi\) the lower sign gives equality, with \(E=h-D\) as one of the energies.

## A negative hopping amplitude breaks the criterion

Take \(h=-1\), \(D=1\) and \(p=\pi\). Then \(\det H=(1+1)^2-4=0\), although \(h\ne D\). The statement about the smallest energy fails too: \(E=0\) is an energy, while \(|h-D|=2\). The physics is not changed by the sign: replacing \(h\) by \(-h\) exchanges the two branches of \(E^2\) and leaves the energies the same, so for negative hopping both statements hold with \(|h|\) in place of \(h\). Allowing zero values also spoils the criterion, since for \(h=D=0\) the determinant vanishes at \(p=0\), where \(\cos(p/2)=1\).

## How the Lean statements encode the junction

`siteGap D θ` is the complex number \(De^{i\theta}\). The matrices `hopping h` and `pairing D p` are \(K\) and \(P\), and `bdg h D p` assembles \(H\) with `fromBlocks`. Its index type `Fin 2 ⊕ Fin 2` keeps electrons and holes apart: the left summand labels the electron amplitudes on sites 0 and 1, the right summand the hole amplitudes. The phase is split symmetrically, with \(+p/2\) on site 0 and \(-p/2\) on site 1.

`IsEnergy h D p E` says that some nonzero complex vector `ψ` satisfies \(H\psi=E\psi\). Here `E` is real, which loses nothing because \(H\) is Hermitian. Both signs of \(E\) count as energies, whereas the cost of creating a quasiparticle would be the non-negative one. The predicate does not record multiplicities.

In `isLeast_abs_energy`, the set contains every \(|E|\) that occurs for some real phase, and `IsLeast` says that \(|h-D|\) belongs to this set and is a lower bound for it. The positivity conditions appear as `hh` and `hD` in this theorem and in `det_bdg_eq_zero_iff`; the determinant and spectrum theorems need neither.

The model is a non-interacting mean-field one with four amplitudes. It has no leads and therefore no continuum of states above a bulk gap, and the theorems concern energies, not the Josephson current.

## The complete Lean file

```lean
import Mathlib

open Matrix

namespace TwoSiteJosephson

noncomputable section

/-- The pair potential `D * exp (i θ)` on one site; for `D > 0` its magnitude is `D` and its phase
is `θ`. -/
def siteGap (D θ : ℝ) : ℂ := (D : ℂ) * Complex.exp ((θ : ℂ) * Complex.I)

/-- Normal hopping of amplitude `h` between the two sites. -/
def hopping (h : ℝ) : Matrix (Fin 2) (Fin 2) ℂ := !![0, (h : ℂ); (h : ℂ), 0]

/-- On-site pairing with real amplitude `D` and phase difference `p` between the two sites. -/
def pairing (D p : ℝ) : Matrix (Fin 2) (Fin 2) ℂ :=
  !![siteGap D (p / 2), 0; 0, siteGap D (-(p / 2))]

/-- The Bogoliubov-de Gennes Hamiltonian of the two-site junction, in electron and hole blocks. -/
def bdg (h D p : ℝ) : Matrix (Fin 2 ⊕ Fin 2) (Fin 2 ⊕ Fin 2) ℂ :=
  fromBlocks (hopping h) (pairing D p) (pairing D p)ᴴ (-hopping h)

/-- `E` is a real eigenvalue, of either sign, of the junction Hamiltonian: some nonzero vector `ψ`
satisfies `H ψ = E ψ`. -/
def IsEnergy (h D p E : ℝ) : Prop :=
  ∃ ψ : Fin 2 ⊕ Fin 2 → ℂ, ψ ≠ 0 ∧ bdg h D p *ᵥ ψ = (E : ℂ) • ψ

/-- Complex conjugation reverses the phase of the pair potential. -/
theorem siteGap_conj (D θ : ℝ) : starRingEnd ℂ (siteGap D θ) = siteGap D (-θ) := by
  unfold siteGap
  rw [map_mul, ← Complex.exp_conj]
  simp

/-- The junction Hamiltonian is Hermitian. -/
theorem bdg_isHermitian (h D p : ℝ) : (bdg h D p).IsHermitian := by
  have hK : (hopping h)ᴴ = hopping h := by
    ext i j
    fin_cases i <;> fin_cases j <;> simp [hopping]
  unfold Matrix.IsHermitian bdg
  rw [fromBlocks_conjTranspose, conjTranspose_conjTranspose, conjTranspose_neg, hK]

/-- The secular determinant of two coupled sites, for arbitrary entries `u`, `v` in the
pairing blocks. -/
theorem det_blocks (E h u v : ℂ) :
    (fromBlocks !![E, -h; -h, E] !![-u, 0; 0, -v] !![-v, 0; 0, -u] !![E, h; h, E]).det
      = (E ^ 2 - h ^ 2 - u * v) ^ 2 + h ^ 2 * (u - v) ^ 2 := by
  -- list the four electron and hole amplitudes in one row
  let e : Fin 2 ⊕ Fin 2 ≃ Fin 4 := finSumFinEquiv (m := 2) (n := 2)
  have hM : fromBlocks !![E, -h; -h, E] !![-u, 0; 0, -v] !![-v, 0; 0, -u] !![E, h; h, E]
      = (!![E, -h, -u, 0; -h, E, 0, -v; -v, 0, E, h; 0, -u, h, E] :
          Matrix (Fin 4) (Fin 4) ℂ).submatrix e e := by
    ext i j
    rcases i with i | i <;> rcases j with j | j <;> fin_cases i <;> fin_cases j <;> rfl
  rw [hM, det_submatrix_equiv_self]
  simp [Matrix.det_succ_row_zero, Fin.sum_univ_succ, Fin.succAbove]
  ring

/-- The characteristic determinant of the junction at any complex energy `E`. -/
theorem det_energy_sub_bdg (h D p : ℝ) (E : ℂ) :
    (E • (1 : Matrix (Fin 2 ⊕ Fin 2) (Fin 2 ⊕ Fin 2) ℂ) - bdg h D p).det
      = (E ^ 2 - (h : ℂ) ^ 2 - (D : ℂ) ^ 2) ^ 2
        - 4 * (h : ℂ) ^ 2 * (D : ℂ) ^ 2 * ((Real.sin (p / 2) : ℝ) : ℂ) ^ 2 := by
  have hM : E • (1 : Matrix (Fin 2 ⊕ Fin 2) (Fin 2 ⊕ Fin 2) ℂ) - bdg h D p
      = fromBlocks !![E, -(h : ℂ); -(h : ℂ), E]
          !![-siteGap D (p / 2), 0; 0, -siteGap D (-(p / 2))]
          !![-siteGap D (-(p / 2)), 0; 0, -siteGap D (p / 2)]
          !![E, (h : ℂ); (h : ℂ), E] := by
    ext i j
    rcases i with i | i <;> rcases j with j | j <;> fin_cases i <;> fin_cases j <;>
      simp [bdg, hopping, pairing, siteGap_conj]
  have hexp : ∀ θ : ℝ, siteGap D θ
      = (D : ℂ) * (((Real.cos θ : ℝ) : ℂ) + ((Real.sin θ : ℝ) : ℂ) * Complex.I) := by
    intro θ
    rw [siteGap, Complex.exp_mul_I, Complex.ofReal_cos, Complex.ofReal_sin]
  have hc : ((Real.cos (p / 2) : ℝ) : ℂ) ^ 2 + ((Real.sin (p / 2) : ℝ) : ℂ) ^ 2 = 1 := by
    exact_mod_cast Real.cos_sq_add_sin_sq (p / 2)
  -- the product of the gaps is phase independent, their difference carries the phase
  have hprod : siteGap D (p / 2) * siteGap D (-(p / 2)) = (D : ℂ) ^ 2 := by
    rw [hexp, hexp, Real.cos_neg, Real.sin_neg, Complex.ofReal_neg]
    linear_combination (D : ℂ) ^ 2 * hc
      - (D : ℂ) ^ 2 * ((Real.sin (p / 2) : ℝ) : ℂ) ^ 2 * Complex.I_sq
  have hdiff : (siteGap D (p / 2) - siteGap D (-(p / 2))) ^ 2
      = -4 * (D : ℂ) ^ 2 * ((Real.sin (p / 2) : ℝ) : ℂ) ^ 2 := by
    rw [hexp, hexp, Real.cos_neg, Real.sin_neg, Complex.ofReal_neg]
    linear_combination 4 * (D : ℂ) ^ 2 * ((Real.sin (p / 2) : ℝ) : ℂ) ^ 2 * Complex.I_sq
  rw [hM, det_blocks, hprod, hdiff]
  ring

/-- The determinant of the junction Hamiltonian as a function of hopping, gap and phase. -/
theorem det_bdg (h D p : ℝ) :
    (bdg h D p).det
      = (((h ^ 2 + D ^ 2) ^ 2 - 4 * h ^ 2 * D ^ 2 * Real.sin (p / 2) ^ 2 : ℝ) : ℂ) := by
  have key := det_energy_sub_bdg h D p 0
  have hcard : (-1 : ℂ) ^ Fintype.card (Fin 2 ⊕ Fin 2) = 1 := by
    norm_num [Fintype.card_sum]
  rw [zero_smul, zero_sub, Matrix.det_neg, hcard, one_mul] at key
  rw [key]
  push_cast
  ring

/-- For positive hopping and gap, the determinant vanishes exactly when the two are equal
and `cos (p / 2) = 0`. -/
theorem det_bdg_eq_zero_iff {h D : ℝ} (hh : 0 < h) (hD : 0 < D) (p : ℝ) :
    (bdg h D p).det = 0 ↔ h = D ∧ Real.cos (p / 2) = 0 := by
  -- rewrite the determinant as a sum of two squares
  have hsq : (h ^ 2 + D ^ 2) ^ 2 - 4 * h ^ 2 * D ^ 2 * Real.sin (p / 2) ^ 2
      = (h ^ 2 - D ^ 2) ^ 2 + 4 * (h * D * Real.cos (p / 2)) ^ 2 := by
    linear_combination (-4 * h ^ 2 * D ^ 2) * Real.sin_sq_add_cos_sq (p / 2)
  rw [det_bdg, Complex.ofReal_eq_zero, hsq]
  constructor
  · intro h0
    have h1 : (h ^ 2 - D ^ 2) ^ 2 = 0 := by
      linarith [sq_nonneg (h ^ 2 - D ^ 2), sq_nonneg (h * D * Real.cos (p / 2))]
    have h2 : (h * D * Real.cos (p / 2)) ^ 2 = 0 := by linarith
    have h3 : h ^ 2 - D ^ 2 = 0 := pow_eq_zero_iff (two_ne_zero) |>.mp h1
    have h4 : h * D * Real.cos (p / 2) = 0 := pow_eq_zero_iff (two_ne_zero) |>.mp h2
    have h5 : (h - D) * (h + D) = 0 := by linear_combination h3
    refine ⟨?_, (mul_eq_zero.mp h4).resolve_left (mul_pos hh hD).ne'⟩
    exact sub_eq_zero.mp ((mul_eq_zero.mp h5).resolve_right (add_pos hh hD).ne')
  · rintro ⟨rfl, hcos⟩
    rw [hcos]
    ring

/-- The spectrum: `E` is an energy of the junction exactly when `E ^ 2 = h ^ 2 + D ^ 2 ± 2 h D sin
(p / 2)`. -/
theorem isEnergy_iff (h D p E : ℝ) :
    IsEnergy h D p E ↔
      E ^ 2 = h ^ 2 + D ^ 2 + 2 * h * D * Real.sin (p / 2) ∨
      E ^ 2 = h ^ 2 + D ^ 2 - 2 * h * D * Real.sin (p / 2) := by
  have hact : ∀ ψ : Fin 2 ⊕ Fin 2 → ℂ,
      ((E : ℂ) • (1 : Matrix (Fin 2 ⊕ Fin 2) (Fin 2 ⊕ Fin 2) ℂ) - bdg h D p) *ᵥ ψ
        = (E : ℂ) • ψ - bdg h D p *ᵥ ψ := by
    intro ψ
    rw [Matrix.sub_mulVec, Matrix.smul_mulVec, Matrix.one_mulVec]
  -- a stationary state exists exactly when the secular determinant vanishes
  have hdet : IsEnergy h D p E ↔
      ((E : ℂ) • (1 : Matrix (Fin 2 ⊕ Fin 2) (Fin 2 ⊕ Fin 2) ℂ) - bdg h D p).det = 0 := by
    rw [← Matrix.exists_mulVec_eq_zero_iff]
    constructor
    · rintro ⟨ψ, h0, hψ⟩
      exact ⟨ψ, h0, by rw [hact, hψ, sub_self]⟩
    · rintro ⟨ψ, h0, hψ⟩
      rw [hact] at hψ
      exact ⟨ψ, h0, (sub_eq_zero.mp hψ).symm⟩
  have hreal : ((E : ℂ) • (1 : Matrix (Fin 2 ⊕ Fin 2) (Fin 2 ⊕ Fin 2) ℂ) - bdg h D p).det
      = (((E ^ 2 - (h ^ 2 + D ^ 2 + 2 * h * D * Real.sin (p / 2)))
        * (E ^ 2 - (h ^ 2 + D ^ 2 - 2 * h * D * Real.sin (p / 2))) : ℝ) : ℂ) := by
    rw [det_energy_sub_bdg]
    push_cast
    ring
  rw [hdet, hreal, Complex.ofReal_eq_zero, mul_eq_zero, sub_eq_zero, sub_eq_zero]

/-- For positive hopping and gap, the smallest `|E|` among the energies at all phase differences is
`|h - D|`. -/
theorem isLeast_abs_energy {h D : ℝ} (hh : 0 < h) (hD : 0 < D) :
    IsLeast {x : ℝ | ∃ p E : ℝ, IsEnergy h D p E ∧ x = |E|} |h - D| := by
  constructor
  · -- the minimum is reached at phase difference π
    refine ⟨Real.pi, h - D, (isEnergy_iff _ _ _ _).mpr (Or.inr ?_), rfl⟩
    rw [Real.sin_pi_div_two]
    ring
  · rintro x ⟨p, E, hE, rfl⟩
    have hpos := mul_pos hh hD
    have h1 := mul_nonneg hpos.le (sub_nonneg.mpr (Real.sin_le_one (p / 2)))
    have h2 := mul_nonneg hpos.le (sub_nonneg.mpr (Real.neg_one_le_sin (p / 2)))
    apply sq_le_sq.mp
    rcases (isEnergy_iff _ _ _ _).mp hE with h3 | h3 <;> nlinarith

end

end TwoSiteJosephson
```

```lean
#print axioms TwoSiteJosephson.siteGap_conj
#print axioms TwoSiteJosephson.bdg_isHermitian
#print axioms TwoSiteJosephson.det_bdg_eq_zero_iff
#print axioms TwoSiteJosephson.isLeast_abs_energy
```

```
'TwoSiteJosephson.siteGap_conj' depends on axioms: [propext, Classical.choice, Quot.sound]
'TwoSiteJosephson.bdg_isHermitian' depends on axioms: [propext, Classical.choice, Quot.sound]
'TwoSiteJosephson.det_bdg_eq_zero_iff' depends on axioms: [propext, Classical.choice, Quot.sound]
'TwoSiteJosephson.isLeast_abs_energy' depends on axioms: [propext, Classical.choice, Quot.sound]
```

## How the proof follows the calculation

**Hermiticity and conjugation.** `siteGap_conj` is the relation \(\bar u=v\) in the form that conjugation reverses the phase. `bdg_isHermitian` takes the conjugate transpose block by block: the pairing blocks exchange places, and the hopping block is unchanged because it is real and symmetric.

**The four-by-four expansion.** `det_blocks` treats `u` and `v` as independent complex numbers, so no trigonometry enters yet. The equivalence `e` lists the four amplitudes in one row, and `det_submatrix_equiv_self` says that this relabelling preserves the determinant. The `simp` call with `Matrix.det_succ_row_zero` expands along the first row, as in the calculation with \(M_0,M_1,M_2\), and `ring` checks the regrouping into squares.

**Inserting the phases.** `det_energy_sub_bdg` first identifies \(E-H\) with the matrix of the previous lemma, where `siteGap_conj` handles the lower left block. The auxiliary statement `hexp` is Euler's formula for the site gap. From it, `hprod` derives \(uv=D^2\) and `hdiff` derives \((u-v)^2=-4D^2\sin^2(p/2)\). Each `linear_combination` names the multiples of \(i^2=-1\), and for the product also of \(\cos^2+\sin^2=1\), that close the identity. The result holds for every complex `E`.

**Setting the energy to zero.** `det_bdg` specialises this formula to \(E=0\). `Matrix.det_neg` produces the factor \((-1)^4\), which `hcard` evaluates to 1.

**The zero criterion.** In `det_bdg_eq_zero_iff`, the identity `hsq` rewrites the determinant as a sum of two squares. The steps `h1` and `h2` show that each square vanishes, `h5` factorises \(h^2-D^2\), and positivity removes the factors \(h+D\) and \(hD\). The converse substitutes \(h=D\) and \(\cos(p/2)=0\).

**The spectrum.** `isEnergy_iff` uses `Matrix.exists_mulVec_eq_zero_iff`, the theorem that a square matrix has a nonzero kernel vector exactly when its determinant is zero. The statement `hact` turns \((E-H)\psi\) into \(E\psi-H\psi\), so that `hdet` can pass between the eigenvalue equation and the secular determinant. `hreal` is the factorisation of the difference of squares, and `mul_eq_zero` separates the two branches.

**The smallest energy.** The first half of `isLeast_abs_energy` supplies the phase \(\pi\) and the energy \(h-D\). The second half compares squares through `sq_le_sq`. Its inputs `h1` and `h2` are \(hD(1-\sin(p/2))\ge0\) and \(hD(1+\sin(p/2))\ge0\), and `nlinarith` combines them with the two branches of the spectrum.
